# Mean-square convergence of an orbital and its slope does not fix the kink at the sphere radius

## Comparing slopes across a muffin-tin sphere

After an APW+lo calculation (augmented plane waves plus local orbitals), one can examine how smoothly an orbital crosses a muffin-tin sphere by computing its radial slope just outside and just inside and subtracting. The result below is a reason to compute this number separately, and not to infer its smallness from a converged energy.

Take a sphere of radius R centred at the origin and one angular-momentum channel l, m that is treated by APW+lo, without additional local orbitals at other energies such as those used for semicore states. Inside, the radial part of the orbital is

A p(r) + B q(r),

where p solves the radial equation at a fixed energy, q is its energy derivative, and A and B collect the coefficients of the augmented waves and local orbitals. Outside, the plane waves contribute

Σ_G a_G j_l(K_G r),

where G runs over the reciprocal lattice vectors in the basis, k is the Bloch wave vector, K_G is the length of k + G, j_l is a spherical Bessel function and a_G contains the expansion coefficient and angular factor. The slope jump is

Σ_G a_G K_G j_l′(K_G R) − A p′(R) − B q′(R).

The basis matches values at R but not, in general, slopes, so this difference need not be zero.

## A hat that becomes narrow but keeps its corner

The model is one real function on the line, with x in the role of the radial coordinate. It has no angular dependence and no weight r² in the integrals. For a half-width w > 0 define

h(x) = max(0, w − |x − R|),

and write h_n for the case w = 1/n, with n ≥ 1.

Let u be a differentiable real orbital and J any real number. Consider the trial functions

v_n = u − (J/2) h_n.

Each has slope jump J at R, yet v_n − u and v_n′ − u′ both tend to zero in mean square. In this one-dimensional model, such convergence is compatible with any prescribed kink. It does not follow that the orbitals of a particular APW+lo calculation behave like v_n.

## The jump and the two integrals

Removing the absolute value gives

h(x) = w + (x − R) for R − w ≤ x ≤ R,
h(x) = w − (x − R) for R ≤ x ≤ R + w,
h(x) = 0 for |x − R| ≥ w.

At R the left slope is 1 and the right slope is −1. The jump, right minus left, is −2 for every w > 0.

The two flanks contribute equally to the squared norm:

∫ from R − w to R of (w + x − R)² dx = w³/3,
∫ from R to R + w of (w − x + R)² dx = w³/3.

The antiderivatives are (w + x − R)³/3 and −(w − x + R)³/3. Hence

∫ h² dx = 2w³/3.

The squared slope is 1 on an interval of length 2w and 0 outside it, apart from the corners, which have measure zero:

∫ (h′)² dx = 2w.

With w = 1/n these become 2/(3n³) and 2/n.

For v_n, the right slope at R is u′(R) + J/2 and the left slope is u′(R) − J/2, so the jump is J. The deviations from u are

∫ (v_n − u)² dx = (J²/4) · 2/(3n³) = J²/(6n³),
∫ (v_n′ − u′)² dx = (J²/4) · 2/n = J²/(2n).

Both tend to zero while J stays fixed.

The step from here to an energy is a short argument that the file does not contain. If u and u′ are square-integrable, the triangle inequality gives convergence of ∫ v_n² and ∫ (v_n′)², and a bounded potential term converges as well. The kinetic energy is taken here in the form with squared slopes. If u is smooth, one can also integrate −v_n v_n″ piecewise between the corners, but that integral alone leaves out the terms that the slope jumps at R and R ± 1/n contribute to the squared-slope form.

## What the Lean statements say

`hat R w` is h, and `slopeJump f R` is the right derivative minus the left derivative, taken with `derivWithin` on the closed half-lines `Set.Ici R` and `Set.Iic R`. With x read as a radius, this is outside minus inside. The trial function v_n is `kinked u R J n`.

The theorem `hat_diagnostics` states the two integrals and the jump −2 for every natural n ≥ 1. The theorem `kink_survives_convergence` takes a differentiable `u` and arbitrary real `R` and `J`. It states that the jump is J for every n ≥ 1, and that the integrals of the squared deviations, in value and in slope, tend to 0. Integrals run over the whole real line. `Tendsto … atTop (𝓝 0)` is the ordinary limit as n grows.

The orbital is not required to be normalised or even square-integrable, because only its difference from the trial function is integrated. No Hamiltonian, self-consistency or variational minimisation enters.

## An orbital that already has a kink

Take u(x) = exp(−|x − R|) and J = 0. Then v_n = u for every n, and its slope jump is −2, not 0. This u is continuous, and differentiable everywhere except at R, so those two properties together are not enough for the claim about the jump.

The condition n ≥ 1 matters too: Lean sets 1/0 = 0, so at n = 0 the hat is identically zero and adds no kink.

## The hat and its kink in Lean

```lean
import Mathlib

open MeasureTheory Filter Topology

namespace APWKinkDiagnostics

noncomputable section

/-- The hat function of half-width `w` centred at the sphere radius `R`. -/
def hat (R w x : ℝ) : ℝ := max 0 (w - |x - R|)

/-- The piecewise constant slope of the hat: `1` on the left flank, `-1` on the right flank,
`0` outside. -/
def hatSlope (R w x : ℝ) : ℝ := if w < |x - R| then 0 else if x < R then 1 else -1

/-- The slope jump (kink) of `f` at `R`, right derivative minus left derivative, for functions
that have both one-sided derivatives there. -/
def slopeJump (f : ℝ → ℝ) (R : ℝ) : ℝ :=
  derivWithin f (Set.Ici R) R - derivWithin f (Set.Iic R) R

/-- The orbital `u` with a hat of half-width `1/n` and height `-J/(2n)` added at `R`,
for `n ≥ 1`. -/
def kinked (u : ℝ → ℝ) (R J : ℝ) (n : ℕ) (x : ℝ) : ℝ := u x + (-J / 2) * hat R (1 / n) x

/-- On its left flank the hat rises linearly. -/
theorem hat_left {R w x : ℝ} (h1 : R - w ≤ x) (h2 : x ≤ R) : hat R w x = w + (x - R) := by
  have ha : |x - R| = -(x - R) := abs_of_nonpos (by linarith)
  have hp : 0 ≤ w - -(x - R) := by linarith
  rw [hat, ha, max_eq_right hp]
  ring

/-- On its right flank the hat falls linearly. -/
theorem hat_right {R w x : ℝ} (h1 : R ≤ x) (h2 : x ≤ R + w) : hat R w x = w - (x - R) := by
  have ha : |x - R| = x - R := abs_of_nonneg (by linarith)
  have hp : 0 ≤ w - (x - R) := by linarith
  rw [hat, ha, max_eq_right hp]

/-- At distance `w` or more from `R` the hat vanishes. -/
theorem hat_outside {R w x : ℝ} (h : w ≤ |x - R|) : hat R w x = 0 :=
  max_eq_left (by linarith)

/-- Away from a set of measure zero the hat is differentiable, with slope `hatSlope`. -/
theorem ae_hasDerivAt_hat (R w : ℝ) :
    ∀ᵐ x : ℝ, HasDerivAt (hat R w) (hatSlope R w x) x := by
  -- only the three corners are excluded
  filter_upwards [compl_mem_ae_iff.mpr
    ((Set.toFinite ({R, R - w, R + w} : Set ℝ)).measure_zero volume)] with x hx
  simp only [Set.mem_compl_iff, Set.mem_insert_iff, Set.mem_singleton_iff, not_or] at hx
  obtain ⟨hR, hl, hr⟩ := hx
  have hw : |x - R| ≠ w := by
    intro h
    rcases abs_choice (x - R) with e | e
    · exact hr (by linarith)
    · exact hl (by linarith)
  unfold hatSlope
  split_ifs with h1 h2
  · have ho : IsOpen {y : ℝ | w < |y - R|} := isOpen_lt (by fun_prop) (by fun_prop)
    refine (hasDerivAt_const x (0 : ℝ)).congr_of_eventuallyEq ?_
    filter_upwards [ho.mem_nhds h1] with y hy
    exact hat_outside (le_of_lt hy)
  · obtain ⟨ha, hb⟩ := abs_lt.mp (lt_of_le_of_ne (not_lt.mp h1) hw)
    have hm : R - w < x := by linarith
    refine (((hasDerivAt_id' x).sub_const R).const_add w).congr_of_eventuallyEq ?_
    filter_upwards [Ioo_mem_nhds hm h2] with y hy
    exact hat_left hy.1.le hy.2.le
  · obtain ⟨ha, hb⟩ := abs_lt.mp (lt_of_le_of_ne (not_lt.mp h1) hw)
    have hm : x < R + w := by linarith
    have hx : R < x := lt_of_le_of_ne (not_lt.mp h2) (Ne.symm hR)
    refine (((hasDerivAt_id' x).sub_const R).const_sub w).congr_of_eventuallyEq ?_
    filter_upwards [Ioo_mem_nhds hx hm] with y hy
    exact hat_right hy.1.le hy.2.le

/-- Adding `c` times a hat of positive width to a function differentiable at `R` produces the
slope jump `-2c`, whatever the width. -/
theorem slopeJump_add_hat {u : ℝ → ℝ} {R w : ℝ} (hu : DifferentiableAt ℝ u R) (c : ℝ)
    (hw : 0 < w) : slopeJump (fun x => u x + c * hat R w x) R = -2 * c := by
  have hp : R < R + w := by linarith
  have hm : R - w < R := by linarith
  -- the one-sided slopes of the hat at its tip
  have hr : HasDerivWithinAt (hat R w) (-1) (Set.Ici R) R := by
    refine (((hasDerivAt_id' R).sub_const R).const_sub w).hasDerivWithinAt.congr_of_eventuallyEq
      ?_ (hat_right le_rfl hp.le)
    filter_upwards [self_mem_nhdsWithin, mem_nhdsWithin_of_mem_nhds (Iio_mem_nhds hp)]
      with y hy hy'
    exact hat_right hy (le_of_lt hy')
  have hl : HasDerivWithinAt (hat R w) 1 (Set.Iic R) R := by
    refine (((hasDerivAt_id' R).sub_const R).const_add w).hasDerivWithinAt.congr_of_eventuallyEq
      ?_ (hat_left hm.le le_rfl)
    filter_upwards [self_mem_nhdsWithin, mem_nhdsWithin_of_mem_nhds (Ioi_mem_nhds hm)]
      with y hy hy'
    exact hat_left (le_of_lt hy') hy
  have hR : HasDerivWithinAt (fun x => u x + c * hat R w x) (deriv u R + c * (-1))
      (Set.Ici R) R := hu.hasDerivAt.hasDerivWithinAt.add (hr.const_mul c)
  have hL : HasDerivWithinAt (fun x => u x + c * hat R w x) (deriv u R + c * 1)
      (Set.Iic R) R := hu.hasDerivAt.hasDerivWithinAt.add (hl.const_mul c)
  rw [slopeJump, hR.derivWithin (uniqueDiffOn_Ici R R (Set.mem_Ici.mpr le_rfl)),
    hL.derivWithin (uniqueDiffOn_Iic R R (Set.mem_Iic.mpr le_rfl))]
  ring

/-- The squared norm of a hat of half-width `w ≥ 0` is `2w³/3`. -/
theorem integral_hat_sq (R : ℝ) {w : ℝ} (hw : 0 ≤ w) :
    ∫ x, hat R w x ^ 2 = 2 * w ^ 3 / 3 := by
  have h1 : R - w ≤ R := by linarith
  have h2 : R ≤ R + w := by linarith
  have hz : ∀ x, x ∉ Set.Ioc (R - w) (R + w) → hat R w x ^ 2 = 0 := by
    intro x hx
    have h : w ≤ |x - R| := by
      by_contra hc
      obtain ⟨ha, hb⟩ := abs_lt.mp (not_le.mp hc)
      exact hx ⟨by linarith, by linarith⟩
    rw [hat_outside h]
    norm_num
  have hc : Continuous (fun x => hat R w x ^ 2) := by
    unfold hat
    fun_prop
  -- each flank contributes w³/3
  have hL : ∫ x in (R - w)..R, hat R w x ^ 2 = w ^ 3 / 3 := by
    have he : ∫ x in (R - w)..R, hat R w x ^ 2 = ∫ x in (R - w)..R, (w + (x - R)) ^ 2 := by
      refine intervalIntegral.integral_congr (fun x hx => ?_)
      rw [Set.uIcc_of_le h1] at hx
      simp only [hat_left hx.1 hx.2]
    have hd : ∀ x ∈ Set.uIcc (R - w) R,
        HasDerivAt (fun x : ℝ => (w + (x - R)) ^ 3 / 3) ((w + (x - R)) ^ 2) x := fun x _ =>
      ((((((hasDerivAt_id' x).sub_const R).const_add w).fun_pow 3).div_const 3).congr_deriv
        (by simp only [Nat.cast_ofNat, Nat.reduceSub]; ring))
    rw [he, intervalIntegral.integral_eq_sub_of_hasDerivAt hd
      (Continuous.intervalIntegrable (by fun_prop) _ _)]
    ring
  have hR : ∫ x in R..(R + w), hat R w x ^ 2 = w ^ 3 / 3 := by
    have he : ∫ x in R..(R + w), hat R w x ^ 2 = ∫ x in R..(R + w), (w - (x - R)) ^ 2 := by
      refine intervalIntegral.integral_congr (fun x hx => ?_)
      rw [Set.uIcc_of_le h2] at hx
      simp only [hat_right hx.1 hx.2]
    have hd : ∀ x ∈ Set.uIcc R (R + w),
        HasDerivAt (fun x : ℝ => (w - (x - R)) ^ 3 / (-3)) ((w - (x - R)) ^ 2) x := fun x _ =>
      ((((((hasDerivAt_id' x).sub_const R).const_sub w).fun_pow 3).div_const (-3)).congr_deriv
        (by simp only [Nat.cast_ofNat, Nat.reduceSub]; ring))
    rw [he, intervalIntegral.integral_eq_sub_of_hasDerivAt hd
      (Continuous.intervalIntegrable (by fun_prop) _ _)]
    ring
  rw [← setIntegral_eq_integral_of_forall_compl_eq_zero hz,
    ← intervalIntegral.integral_of_le (h1.trans h2),
    ← intervalIntegral.integral_add_adjacent_intervals
      (hc.intervalIntegrable (R - w) R) (hc.intervalIntegrable R (R + w)), hL, hR]
  ring

/-- The integral of the squared slope of a hat of half-width `w ≥ 0` is `2w`. -/
theorem integral_deriv_hat_sq (R : ℝ) {w : ℝ} (hw : 0 ≤ w) :
    ∫ x, deriv (hat R w) x ^ 2 = 2 * w := by
  have hle : R - w ≤ R + w := by linarith
  -- almost everywhere, the squared slope is one on the support and zero elsewhere
  have he : ∫ x, deriv (hat R w) x ^ 2 =
      ∫ x, (Set.Icc (R - w) (R + w)).indicator (fun _ => (1 : ℝ)) x := by
    refine integral_congr_ae ?_
    filter_upwards [ae_hasDerivAt_hat R w] with x hx
    have hmem : x ∈ Set.Icc (R - w) (R + w) ↔ ¬ w < |x - R| := by
      rw [not_lt, abs_le, Set.mem_Icc]
      constructor <;> rintro ⟨a, b⟩ <;> constructor <;> linarith
    rw [hx.deriv, hatSlope]
    simp only [Set.indicator_apply, hmem]
    by_cases h : w < |x - R| <;> by_cases h' : x < R <;> simp [h, h']
  rw [he, integral_indicator measurableSet_Icc, integral_Icc_eq_integral_Ioc,
    ← intervalIntegral.integral_of_le hle, intervalIntegral.integral_const, smul_eq_mul]
  ring

/-- For `n ≥ 1` the hat of half-width `1/n` has squared norm `2/(3n³)`, integrated squared slope
`2/n`, and slope jump `-2` at `R`. -/
theorem hat_diagnostics (R : ℝ) {n : ℕ} (hn : 1 ≤ n) :
    ∫ x, hat R (1 / n) x ^ 2 = 2 / (3 * (n : ℝ) ^ 3) ∧
    ∫ x, deriv (hat R (1 / n)) x ^ 2 = 2 / (n : ℝ) ∧
    slopeJump (hat R (1 / n)) R = -2 := by
  have hn' : (0 : ℝ) < n := by exact_mod_cast hn
  have hw : (0 : ℝ) < 1 / n := by positivity
  refine ⟨?_, ?_, ?_⟩
  · rw [integral_hat_sq R hw.le]
    ring
  · rw [integral_deriv_hat_sq R hw.le]
    ring
  · simpa using slopeJump_add_hat (u := fun _ => 0) (differentiableAt_const 0) 1 hw

/-- For any differentiable orbital `u` and any prescribed `J`, the functions `kinked u R J n`
have slope jump `J` at `R` for every `n ≥ 1`, while they and their slopes converge in mean square
to `u` and its slope. -/
theorem kink_survives_convergence {u : ℝ → ℝ} (hu : Differentiable ℝ u) (R J : ℝ) :
    (∀ n : ℕ, 1 ≤ n → slopeJump (kinked u R J n) R = J) ∧
    Tendsto (fun n : ℕ => ∫ x, (kinked u R J n x - u x) ^ 2) atTop (𝓝 0) ∧
    Tendsto (fun n : ℕ => ∫ x, (deriv (kinked u R J n) x - deriv u x) ^ 2) atTop (𝓝 0) := by
  have ht : Tendsto (fun n : ℕ => 1 / (n : ℝ)) atTop (𝓝 0) :=
    tendsto_one_div_atTop_nhds_zero_nat
  have hw : ∀ n : ℕ, (0 : ℝ) ≤ 1 / n := fun n => by positivity
  refine ⟨fun n hn => ?_, ?_, ?_⟩
  · have hn' : (0 : ℝ) < n := by exact_mod_cast hn
    have hpos : (0 : ℝ) < 1 / n := by positivity
    exact (slopeJump_add_hat (hu R) (-J / 2) hpos).trans (by ring)
  · -- the squared deviation scales as the cube of the width
    have he : ∀ n : ℕ, ∫ x, (kinked u R J n x - u x) ^ 2 =
        (J / 2) ^ 2 * (2 * (1 / (n : ℝ)) ^ 3 / 3) := fun n => by
      rw [← integral_hat_sq R (hw n), ← integral_const_mul]
      refine integral_congr_ae (Eventually.of_forall fun x => ?_)
      simp only [kinked]
      ring
    have hc : Continuous (fun w : ℝ => (J / 2) ^ 2 * (2 * w ^ 3 / 3)) := by fun_prop
    exact ((hc.tendsto' 0 0 (by norm_num)).comp ht).congr (fun n => (he n).symm)
  · -- the squared slope deviation scales as the width
    have he : ∀ n : ℕ, ∫ x, (deriv (kinked u R J n) x - deriv u x) ^ 2 =
        (J / 2) ^ 2 * (2 * (1 / (n : ℝ))) := fun n => by
      rw [← integral_deriv_hat_sq R (hw n), ← integral_const_mul]
      refine integral_congr_ae ?_
      filter_upwards [ae_hasDerivAt_hat R (1 / n)] with x hx
      have hk : HasDerivAt (kinked u R J n)
          (deriv u x + (-J / 2) * hatSlope R (1 / n) x) x :=
        (hu x).hasDerivAt.add (hx.const_mul (-J / 2))
      rw [hk.deriv, hx.deriv]
      ring
    have hc : Continuous (fun w : ℝ => (J / 2) ^ 2 * (2 * w)) := by fun_prop
    exact ((hc.tendsto' 0 0 (by norm_num)).comp ht).congr (fun n => (he n).symm)

end

end APWKinkDiagnostics
```

```lean
#print axioms APWKinkDiagnostics.hat_diagnostics
#print axioms APWKinkDiagnostics.kink_survives_convergence
```

```
'APWKinkDiagnostics.hat_diagnostics' depends on axioms: [propext, Classical.choice, Quot.sound]
'APWKinkDiagnostics.kink_survives_convergence' depends on axioms: [propext, Classical.choice, Quot.sound]
```

## From the flanks to the limits

The lemmas `hat_left`, `hat_right` and `hat_outside` are the three formulas for h. The first two fix the sign of `x - R`, replace the absolute value accordingly, and check that the maximum selects the linear expression.

`ae_hasDerivAt_hat` establishes the slope almost everywhere. It excludes the points R, R − w and R + w, a finite set and therefore of measure zero. Any other point has a neighbourhood on which the hat equals one of the three formulas, so `congr_of_eventuallyEq` transfers the derivative of that formula to the hat.

`slopeJump_add_hat` does the calculation at the corner. The same transfer, now restricted to each closed half-line, gives one-sided slopes −1 and 1. Since u is differentiable at R, its slope is the same on both sides and cancels in the subtraction. Adding c times the hat therefore gives the jump −2c.

In `integral_hat_sq` the whole-line integral is first reduced to the interval from R − w to R + w and then split at R. On each flank `intervalIntegral.integral_congr` inserts the linear formula, and `intervalIntegral.integral_eq_sub_of_hasDerivAt` evaluates the integral from the cubic antiderivative. Each half gives w³/3.

`integral_deriv_hat_sq` replaces the squared slope by the indicator function of the closed interval. The two agree almost everywhere by the earlier derivative lemma, and the integral of the indicator is the length 2w.

`hat_diagnostics` puts w = 1/n into both integrals. For the jump it applies `slopeJump_add_hat` with u = 0 and c = 1.

The main theorem has three parts. The jump follows from `slopeJump_add_hat` with c = −J/2. For the function values, the difference `kinked u R J n x - u x` is −J/2 times the hat, so its squared integral is (J/2)² times 2w³/3 with w = 1/n. For the slopes, the derivative of the sum is computed at almost every x, u′ cancels, and (J/2)² times 2w remains. Both expressions are continuous in w and vanish at w = 0; composing them with the limit 1/n → 0 gives the two convergence statements.
